# Among all splittings of a difference density into positive semidefinite parts, attachment–detachment promotes the fewest electrons

After an excited-state calculation, one often diagonalises the difference density matrix $\Delta$ between excited and ground state. The positive eigenvalues are collected into an attachment density $A$, the absolute values of the negative ones into a detachment density $D$, and the trace of $A$ is reported as the number of promoted electrons. Over a finite orthonormal orbital basis, every other way of writing $\Delta$ as a difference of positive semidefinite matrices gives a larger number.

## Densities and orbital subspaces

```lean
import Mathlib

open Matrix
open scoped ComplexOrder

namespace AttachmentDetachment

variable {n : Type*} [Fintype n]
```

The type `n` labels the finitely many orbitals, and `Matrix n n ℂ` is the type of complex matrices over them.

```lean
/-- The number of electrons in a density matrix over an orthonormal orbital basis:
the real part of its trace. -/
def electrons (M : Matrix n n ℂ) : ℝ := M.trace.re
```

Write $N(M)=\mathrm{Re}\,\mathrm{tr}\,M$ for `electrons M`. This counts electrons because the basis is orthonormal; matrices over overlapping atomic orbitals must be transformed first.

```lean
/-- A splitting of the difference density `Δ` into an attachment part `A` and a detachment
part `D`, both positive semidefinite, with `Δ = A - D`. -/
structure IsSplitting (Δ A D : Matrix n n ℂ) : Prop where
  attach : A.PosSemidef
  detach : D.PosSemidef
  diff : Δ = A - D
```

`IsSplitting Δ A D` bundles three conditions: $A\ge 0$, $D\ge 0$ and $\Delta=A-D$. Here $\ge 0$ means positive semidefinite, which includes Hermitian, so $\Delta$ is Hermitian too. Orthogonality of $A$ and $D$ is not part of the definition.

```lean
/-- The projector onto an orbital subspace: a Hermitian idempotent matrix. -/
structure IsProjector (P : Matrix n n ℂ) : Prop where
  herm : Pᴴ = P
  idem : P * P = P
```

An orbital subspace is represented by its projector, $P^\dagger=P=P^2$; Lean writes the adjoint as `Pᴴ`. The population of $M$ in the subspace is $N(PM)$.

```lean
/-- For a projector `P`, the trace of `P * M` is the sum of the quadratic forms `pᴴ M p` over the
columns `p` of `P`, which need not be normalised. -/
theorem trace_projector_mul {P : Matrix n n ℂ} (hP : IsProjector P) (M : Matrix n n ℂ) :
    (P * M).trace = ∑ j, star (fun i => P i j) ⬝ᵥ (M *ᵥ (fun i => P i j)) := by
  have h : (P * M).trace = (Pᴴ * (M * P)).trace := by
    rw [hP.herm, ← Matrix.mul_assoc, Matrix.trace_mul_comm (P * M) P, ← Matrix.mul_assoc,
      hP.idem]
  rw [h]
  simp only [Matrix.trace, Matrix.diag_apply, Matrix.mul_apply, dotProduct, Matrix.mulVec,
    Matrix.conjTranspose_apply, Pi.star_apply]
```

In a Lean theorem the hypotheses stand before the colon, the claim after it, and the proof after `:=`. With $p_j$ the $j$-th column of $P$, the claim is

$$\mathrm{tr}(PM)=\mathrm{tr}(P^2M)=\mathrm{tr}(P^\dagger MP)=\sum_j p_j^\dagger M p_j .$$

The `rw` steps use $P^2=P$, cyclicity of the trace and $P^\dagger=P$; `simp` writes out the sum.

```lean
/-- A positive semidefinite density has a nonnegative population in every orbital subspace. -/
theorem population_nonneg {P M : Matrix n n ℂ} (hP : IsProjector P) (hM : M.PosSemidef) :
    0 ≤ electrons (P * M) := by
  rw [electrons, trace_projector_mul hP, Complex.re_sum]
  exact Finset.sum_nonneg fun j _ =>
    (Complex.nonneg_iff.mp (hM.dotProduct_mulVec_nonneg _)).1
```

If $M\ge 0$, each term $p_j^\dagger Mp_j$ is nonnegative, hence so is $N(PM)$.

```lean
/-- If a positive semidefinite density has zero population in an orbital subspace, then the
projector onto that subspace annihilates it. -/
theorem projector_mul_eq_zero {P M : Matrix n n ℂ} (hP : IsProjector P) (hM : M.PosSemidef)
    (h : electrons (P * M) = 0) : P * M = 0 := by
  have hn := fun j => Complex.nonneg_iff.mp (hM.dotProduct_mulVec_nonneg (fun i => P i j))
  rw [electrons, trace_projector_mul hP, Complex.re_sum,
    Finset.sum_eq_zero_iff_of_nonneg (fun j _ => (hn j).1)] at h
  -- every column of the projector lies in the kernel of `M`
  have hMP : M * P = 0 := by
    ext i j
    have hz := (hM.dotProduct_mulVec_zero_iff (fun i => P i j)).mp
      (Complex.ext (h j (Finset.mem_univ j)) (hn j).2.symm)
    exact congrFun hz i
  have ht := congrArg Matrix.conjTranspose hMP
  rwa [Matrix.conjTranspose_mul, hP.herm, hM.isHermitian.eq, Matrix.conjTranspose_zero] at ht
```

If nonnegative terms sum to zero, each is zero. Writing $M=C^\dagger C$, $p_j^\dagger Mp_j=\lVert Cp_j\rVert^2=0$ gives $Cp_j=0$ and so $Mp_j=0$. All columns together say $MP=0$ (`hMP`), and the adjoint is $PM=0$.

## Counting electrons with the support projector

```lean
variable [DecidableEq n]

/-- Electron balance of a splitting: the attached electrons exceed the net gain of a subspace
by the attachment outside it plus the detachment inside it. -/
theorem promotion_balance {Δ A D : Matrix n n ℂ} (P : Matrix n n ℂ) (h : IsSplitting Δ A D) :
    electrons A - electrons (P * Δ) = electrons ((1 - P) * A) + electrons (P * D) := by
  rw [h.diff]
  simp only [electrons, mul_sub, sub_mul, one_mul, Matrix.trace_sub, Complex.sub_re]
  ring
```

Inserting $\Delta=A-D$ and using linearity of the trace,

$$N(A)-N(P\Delta)=N(A)-N(PA)+N(PD)=N((1-P)A)+N(PD).$$

This holds for any matrix $P$.

```lean
/-- The orthogonal complement of an orbital subspace is again an orbital subspace. -/
theorem IsProjector.compl {P : Matrix n n ℂ} (hP : IsProjector P) : IsProjector (1 - P) where
  herm := by rw [Matrix.conjTranspose_sub, Matrix.conjTranspose_one, hP.herm]
  idem := by
    rw [mul_sub, mul_one, sub_mul, one_mul, hP.idem, sub_self, sub_zero]
```

The complement is also a projector: $(1-P)^\dagger=1-P$ and $(1-P)^2=1-2P+P^2=1-P$.

```lean
/-- A Hermitian matrix `A` has a support projector, which leaves `A` unchanged and annihilates
every matrix `D` with `A D = 0`. -/
theorem exists_support_projector {A : Matrix n n ℂ} (hA : A.IsHermitian) :
    ∃ P, IsProjector P ∧ P * A = A ∧ ∀ D : Matrix n n ℂ, A * D = 0 → P * D = 0 := by
  obtain ⟨U, d, hU, hd⟩ : ∃ (U : Matrix n n ℂ) (d : n → ℝ), star U * U = 1 ∧
      A = U * diagonal (fun i => (d i : ℂ)) * star U := by
    have h := hA.spectral_theorem
    rw [Unitary.conjStarAlgAut_apply] at h
    exact ⟨hA.eigenvectorUnitary, hA.eigenvalues,
      Matrix.mem_unitaryGroup_iff'.mp hA.eigenvectorUnitary.2, h⟩
  -- matrices diagonal in the eigenbasis multiply entry by entry
  have hc : ∀ x y : n → ℂ, (U * diagonal x * star U) * (U * diagonal y * star U)
      = U * diagonal (fun i => x i * y i) * star U := by
    intro x y
    calc (U * diagonal x * star U) * (U * diagonal y * star U)
        = U * diagonal x * (star U * U) * diagonal y * star U := by simp only [mul_assoc]
      _ = U * (diagonal x * diagonal y) * star U := by
          rw [hU, mul_one, mul_assoc U]
      _ = _ := by rw [Matrix.diagonal_mul_diagonal]
  let e : n → ℂ := fun i => if d i = 0 then 0 else 1
  have he : star e = e := by
    funext i
    by_cases h : d i = 0 <;> simp [e, h]
  refine ⟨U * diagonal e * star U, ⟨?_, ?_⟩, ?_, ?_⟩
  · rw [Matrix.star_eq_conjTranspose, Matrix.conjTranspose_mul, Matrix.conjTranspose_mul,
      Matrix.conjTranspose_conjTranspose, Matrix.diagonal_conjTranspose, he, Matrix.mul_assoc]
  · have h1 : (fun i => e i * e i) = e := by
      funext i
      by_cases h : d i = 0 <;> simp [e, h]
    rw [hc, h1]
  · have h1 : (fun i => e i * (d i : ℂ)) = fun i => (d i : ℂ) := by
      funext i
      by_cases h : d i = 0 <;> simp [e, h]
    rw [hd, hc, h1]
  · intro D hD
    -- the projector is a matrix product `B * A`, where `B` has the inverted eigenvalues
    have h1 : (fun i => (d i : ℂ)⁻¹ * (d i : ℂ)) = e := by
      funext i
      by_cases h : d i = 0 <;> simp [e, h]
    have h2 := hc (fun i => (d i : ℂ)⁻¹) (fun i => (d i : ℂ))
    rw [h1, ← hd] at h2
    rw [← h2, mul_assoc, hD, mul_zero]
```

The spectral theorem gives $A=U\,\mathrm{diag}(d_i)\,U^\dagger$ with $U$ unitary and $d_i$ real. Set $P=U\,\mathrm{diag}(e_i)\,U^\dagger$, where $e_i=0$ if $d_i=0$ and $e_i=1$ otherwise. Matrices diagonal in the same eigenbasis multiply entry by entry (`hc`), so $e_i^2=e_i$ gives $P^2=P$, and $e_id_i=d_i$ gives $PA=A$. Since the $e_i$ are real, $P^\dagger=P$.

Let $B=U\,\mathrm{diag}(d_i^{-1})\,U^\dagger$, with Lean's convention $0^{-1}=0$. Then $BA=P$, so $AD=0$ implies $PD=BAD=0$.

## The minimum and its uniqueness

```lean
/-- Attachment-detachment promotes the fewest electrons: if `Δ = A - D` is a splitting with
`A D = 0`, every splitting `Δ = A' - D'` attaches at least as many electrons, and equally many
only if it is the same splitting. -/
theorem attachment_minimal {Δ A D A' D' : Matrix n n ℂ} (h : IsSplitting Δ A D)
    (hAD : A * D = 0) (h' : IsSplitting Δ A' D') :
    electrons A ≤ electrons A' ∧ (electrons A' = electrons A ↔ A' = A ∧ D' = D) := by
  obtain ⟨P, hP, hPA, hPD⟩ := exists_support_projector h.attach.isHermitian
  have hPΔ : P * Δ = A := by rw [h.diff, mul_sub, hPA, hPD D hAD, sub_zero]
  have hb := promotion_balance P h'
  rw [hPΔ] at hb
  have n1 := population_nonneg hP.compl h'.attach
  have n2 := population_nonneg hP h'.detach
  refine ⟨by linarith, fun he => ?_, fun he => by rw [he.1]⟩
  -- equality: no attachment outside the support of `A`, no detachment inside it
  have z1 := projector_mul_eq_zero hP.compl h'.attach (by linarith)
  have z2 := projector_mul_eq_zero hP h'.detach (by linarith)
  have hA : A' = A := by
    calc A' = (1 - P) * A' + P * (A' - D') + P * D' := by noncomm_ring
      _ = A := by rw [z1, z2, ← h'.diff, hPΔ, zero_add, add_zero]
  have e := h.diff.symm.trans h'.diff
  rw [hA] at e
  exact ⟨hA, (sub_right_inj.mp e).symm⟩
```

The hypotheses are a splitting $\Delta=A-D$ with $AD=0$ and any splitting $\Delta=A'-D'$. The claim is $N(A)\le N(A')$, with equality exactly when $A'=A$ and $D'=D$.

Take the support projector $P$ of $A$. Then $P\Delta=PA-PD=A$, and the electron balance of the primed splitting reads

$$N(A')-N(A)=N((1-P)A')+N(PD')\ge 0 .$$

If the left side vanishes, both terms on the right do, so $(1-P)A'=0$ and $PD'=0$ (`z1`, `z2`). Hence $A'=PA'=P(A'-D')=P\Delta=A$, and $D'=A'-\Delta=D$. The tactic `linarith` handles the inequalities.

The theorem starts from a pair with $AD=0$. That the diagonalisation described at the start supplies one is the step left to the reader: $A$ and $D$ are built from mutually orthogonal eigenvectors.

```lean
/-- For a splitting `Δ = A - D` with `A D = 0`, the number of attached electrons is the largest
net gain of electrons found in any orbital subspace. -/
theorem attachment_isGreatest_gain {Δ A D : Matrix n n ℂ} (h : IsSplitting Δ A D)
    (hAD : A * D = 0) :
    IsGreatest {x | ∃ P, IsProjector P ∧ x = electrons (P * Δ)} (electrons A) := by
  constructor
  · obtain ⟨P, hP, hPA, hPD⟩ := exists_support_projector h.attach.isHermitian
    exact ⟨P, hP, by rw [h.diff, mul_sub, hPA, hPD D hAD, sub_zero]⟩
  · rintro x ⟨P, hP, rfl⟩
    have hb := promotion_balance P h
    have n1 := population_nonneg hP.compl h.attach
    have n2 := population_nonneg hP h.detach
    linarith
```

`IsGreatest` says that $N(A)$ belongs to the set of net gains $N(P\Delta)$ and bounds it from above. The support projector attains it; for any other projector the balance gives $N(A)-N(P\Delta)\ge 0$.

```lean
/-- Two orbitals with `Δ = diag(3, -3)`: besides the splitting with `A D = 0` there is another
one whose attachment part minus `A` is not positive semidefinite. -/
theorem attachment_minimal_witness :
    IsSplitting (!![3, 0; 0, -3] : Matrix (Fin 2) (Fin 2) ℂ) !![3, 0; 0, 0] !![0, 0; 0, 3] ∧
    (!![3, 0; 0, 0] : Matrix (Fin 2) (Fin 2) ℂ) * !![0, 0; 0, 3] = 0 ∧
    IsSplitting (!![3, 0; 0, -3] : Matrix (Fin 2) (Fin 2) ℂ) !![4, 2; 2, 1] !![1, 2; 2, 4] ∧
    ¬ ((!![4, 2; 2, 1] : Matrix (Fin 2) (Fin 2) ℂ) - !![3, 0; 0, 0]).PosSemidef := by
  have c2 : (starRingEnd ℂ) 2 = 2 := Complex.ext (by simp) (by simp)
  -- positivity is read off from a factorisation `Cᴴ C`
  have key : ∀ (M : Matrix (Fin 2) (Fin 2) ℂ) (C : Matrix (Fin 3) (Fin 2) ℂ),
      M = Cᴴ * C → M.PosSemidef := by
    rintro M C rfl
    exact Matrix.posSemidef_conjTranspose_mul_self C
  refine ⟨⟨key _ !![1, 0; 1, 0; 1, 0] ?_, key _ !![0, 1; 0, 1; 0, 1] ?_, ?_⟩, ?_,
    ⟨key _ !![2, 1; 0, 0; 0, 0] ?_, key _ !![1, 2; 0, 0; 0, 0] ?_, ?_⟩, ?_⟩
  on_goal 8 =>
    intro h
    have h2 := (Complex.nonneg_iff.mp (h.dotProduct_mulVec_nonneg ![1, -1])).1
    norm_num [Matrix.mulVec, dotProduct, Fin.sum_univ_succ] at h2
  all_goals
    ext i j
    fin_cases i <;> fin_cases j <;>
      simp [Matrix.mul_apply, Fin.sum_univ_succ, c2] <;> norm_num

end AttachmentDetachment
```

For $\Delta=\mathrm{diag}(3,-3)$ the orthogonal splitting attaches 3 electrons, the competing one 5. Yet $A'-A$ has expectation value $-1$ in the normalised vector $(1,-1)/\sqrt2$, so it is not positive semidefinite: $A$ has the smallest electron number, but it does not lie below every other attachment part in the matrix order. The entries are chosen to be integers, although no orbital can gain or lose three electrons; dividing every matrix by 3 gives the same comparison for $\Delta=\mathrm{diag}(1,-1)$, the change when one electron moves from the second orbital to the first.

```lean
#print axioms AttachmentDetachment.attachment_minimal
#print axioms AttachmentDetachment.attachment_isGreatest_gain
```

```
'AttachmentDetachment.attachment_minimal' depends on axioms: [propext, Classical.choice, Quot.sound]
'AttachmentDetachment.attachment_isGreatest_gain' depends on axioms: [propext, Classical.choice, Quot.sound]
```
